# A step by one site round a ring of 2m sites swaps the even and odd sublattices

On a finite ring of 2m sites, numbered from 0 to 2m − 1, a step forward by one site lands on an even site exactly when it starts from an odd one. This is a statement about site labels alone, with no Hamiltonian or quantum state in it. The attempt first proves the same parity rule for a ring of any even length n. It treats the last site, which wraps round to 0, apart from the others, where the label grows by 1, and then sets n = 2m.

In Lean, a first try:

```lean
import Mathlib

open Finset

namespace MarshallSymmetryLabels

noncomputable section

/-- The even sites of a ring of `2m` sites. -/
def evenSites (m : ℕ) : Finset (Fin (2 * m)) := univ.filter (fun i => Even i.val)

/-- A step by one site around a ring of `2m` sites exchanges even and odd sites. -/
theorem rotate_mem_evenSites (m : ℕ) (i : Fin (2 * m)) :
    finRotate (2 * m) i ∈ evenSites m ↔ i ∉ evenSites m := by
  have parity : ∀ n : ℕ, Even n → ∀ j : Fin n,
      (Even (finRotate n j).val ↔ ¬ Even j.val) := by
    intro n hn j
    cases n with
    | zero => exact j.elim0
    | succ n =>
      rw [coe_finRotate]
      split_ifs with h
      · have hv : j.val = n := by rw [h]; rfl
        simp only [Nat.even_iff] at hn ⊢
        omega
      · simp only [Nat.even_iff]
        omega
  simp only [evenSites, Finset.mem_filter, Finset.mem_univ, true_and]
  exact parity (2 * m) (even_two_mul m) i

end

end MarshallSymmetryLabels
```

Lean reports:

```
Main.lean:25:8: error: omega could not prove the goal:
a possible counterexample may satisfy the constraints
  a ≥ 0
where
 a := ↑↑j / 2
```

The error is in the wrap-round case, where the goal is that 0 is even if and only if `j` is not. The message says that `omega` was left with constraints it could not refute, the only one listed being that `j / 2` is non-negative.

The goal is true, but `simp only [Nat.even_iff]` puts it in an awkward form. It turns `Even 0` into `0 % 2 = 0` and evaluates that to `True`, but has no lemma to remove the `True ↔` in front. To refute the negated goal, `omega` must also rule out the case where `True` fails and `j` is odd. It makes no use of `¬True`, and an odd `j` agrees with the other hypotheses, so that case stays open.

The repair uses `iff_of_true` and proves `Even 0` by `⟨0, rfl⟩`, which leaves only the claim that `j` is not even. `omega` gets this from `hv` and the evenness of `n + 1`. Replacing `simp only` with `rw` is mere tidying.

After these edits no error is left:

```diff
@@ -22,5 +22,6 @@
       split_ifs with h
       · have hv : j.val = n := by rw [h]; rfl
-        simp only [Nat.even_iff] at hn ⊢
+        refine iff_of_true ⟨0, rfl⟩ ?_
+        rw [Nat.even_iff] at hn ⊢
         omega
       · simp only [Nat.even_iff]
```
